# Net spin-down polarization (1 − w)/(2 + w) of s-electrons excited from the p orbital m = −1, with split-off weight w

Circularly polarized light falls on a semiconductor whose valence band is built from p orbitals and whose conduction band is built from s orbitals. The light acts on the orbital motion only, yet the excited electrons come out spin-polarized. Spin–orbit coupling is responsible: it splits the valence states into a quartet with $j=3/2$ and a split-off doublet with $j=1/2$, and in these states spin and orbit are correlated. How large is the polarization, and what happens to it when the photon energy also reaches the doublet?

## From coupled states to spin rates

Let $L$ be the spin-1 matrices in units of $\hbar$ and $\sigma$ the Pauli matrices, so that $J=L+\sigma/2$. Squaring gives $L\cdot\sigma=J^2-L^2-\sigma^2/4=j(j+1)-2-\tfrac34$, which is $1$ for $j=3/2$ and $-2$ for $j=1/2$. Therefore
$$Q=\frac{L\cdot\sigma+2}{3}$$
is $1$ on the quartet and $0$ on the doublet: $Q$ and $1-Q$ are the two orthogonal projectors.

The states follow by lowering $|1,\uparrow\rangle$, where the first label is $m$. Since $J_-|1,\uparrow\rangle=\sqrt2\,|0,\uparrow\rangle+|1,\downarrow\rangle$ has norm $\sqrt3$, the quartet is
$$|1,\uparrow\rangle,\quad \sqrt{\tfrac23}|0,\uparrow\rangle+\sqrt{\tfrac13}|1,\downarrow\rangle,\quad \sqrt{\tfrac23}|0,\downarrow\rangle+\sqrt{\tfrac13}|{-1},\uparrow\rangle,\quad |{-1},\downarrow\rangle.$$
Orthogonality among states of equal $m_j$ then fixes the doublet up to phases:
$$\sqrt{\tfrac23}|1,\downarrow\rangle-\sqrt{\tfrac13}|0,\uparrow\rangle,\qquad \sqrt{\tfrac13}|0,\downarrow\rangle-\sqrt{\tfrac23}|{-1},\uparrow\rangle.$$

The light couples the s-state to one p orbital $u=(u_0,u_1,u_2)$, whose components belong to $m=1,0,-1$ in that order. Spin is conserved, so a valence state with amplitudes $v_{is}$ contributes $|\sum_i \bar u_i v_{is}|^2$ to the generation of spin $s$, where $s=0$ is up and $s=1$ is down. In each of the six states a given spin occurs with at most one orbital, so there are no interference terms. Let the doublet count with weight $w\ge0$ relative to the quartet. The rates, in units of the common prefactor, are
$$R_0=|u_0|^2+\tfrac{2+w}{3}|u_1|^2+\tfrac{1+2w}{3}|u_2|^2,$$
$$R_1=\tfrac{1+2w}{3}|u_0|^2+\tfrac{2+w}{3}|u_1|^2+|u_2|^2.$$
For normalized $u$ the sum is $R_1+R_0=\tfrac23(2+w)$, and the difference is $R_1-R_0=\tfrac23(1-w)(|u_2|^2-|u_0|^2)$. The polarization, counted positive for an excess of spin down, is their ratio:
$$P=\frac{R_1-R_0}{R_1+R_0}=\frac{1-w}{2+w}\left(|u_2|^2-|u_0|^2\right).$$
A photon carrying angular momentum $+1$ along $z$ takes $m=-1$ to the s-state, so it selects $u=(0,0,1)$ and gives $P=(1-w)/(2+w)$. This is $1/2$ at $w=0$ and zero at $w=1$.

## An elliptical example with w = 1/4

Take $u=(1,0,2)/\sqrt5$, so that $|u_0|^2=1/5$ and $|u_2|^2=4/5$. With $w=1/4$ the coefficient $(1+2w)/3$ is $1/2$. Then $R_0=0.2+0.4=0.6$ and $R_1=0.1+0.8=0.9$, which gives $P=0.3/1.5=0.2$. The formula agrees: $(1-w)/(2+w)=1/3$, times $3/5$, is $1/5$.

## Matrices, states and rates in Lean

```lean
import Mathlib

open Matrix
open scoped Kronecker

noncomputable section

namespace OpticalOrientation
```

The orbital index `Fin 3` runs over $m=1,0,-1$, so `2` means $m=-1$. The spin index `Fin 2` runs over up and down.

```lean
/-- The spin-1 matrix `L_x` in the basis `m = 1, 0, -1`. -/
def Lx : Matrix (Fin 3) (Fin 3) ℂ :=
  !![0, (√2 : ℝ) / 2, 0; (√2 : ℝ) / 2, 0, (√2 : ℝ) / 2; 0, (√2 : ℝ) / 2, 0]

/-- The spin-1 matrix `L_y` in the basis `m = 1, 0, -1`. -/
def Ly : Matrix (Fin 3) (Fin 3) ℂ :=
  !![0, -Complex.I * ((√2 : ℝ) / 2), 0;
     Complex.I * ((√2 : ℝ) / 2), 0, -Complex.I * ((√2 : ℝ) / 2);
     0, Complex.I * ((√2 : ℝ) / 2), 0]

/-- The spin-1 matrix `L_z` in the basis `m = 1, 0, -1`. -/
def Lz : Matrix (Fin 3) (Fin 3) ℂ := !![1, 0, 0; 0, 0, 0; 0, 0, -1]
```

The Kronecker product `⊗ₖ` combines each orbital matrix with its Pauli matrix, and the rows and columns of the result are labelled by pairs (orbital, spin).

```lean
/-- The coupling `L·σ` of the orbital angular momentum to the Pauli matrices. -/
def spinOrbit : Matrix (Fin 3 × Fin 2) (Fin 3 × Fin 2) ℂ :=
  Lx ⊗ₖ !![0, 1; 1, 0] + Ly ⊗ₖ !![0, -Complex.I; Complex.I, 0] + Lz ⊗ₖ !![1, 0; 0, -1]

/-- The operator `Q = (L·σ + 2)/3`. -/
def Q : Matrix (Fin 3 × Fin 2) (Fin 3 × Fin 2) ℂ :=
  (1 / 3 : ℂ) • (spinOrbit + (2 : ℂ) • 1)
```

The valence states are entered as real tables of amplitudes. Here `√2 * √3 / 3` is $\sqrt{2/3}$ and `√3 / 3` is $\sqrt{1/3}$.

```lean
/-- The states `j = 3/2`, `m_j = 3/2, 1/2, -1/2, -3/2`, as tables of amplitudes with
rows `m = 1, 0, -1` and columns spin up, spin down. -/
def quartet : Fin 4 → Matrix (Fin 3) (Fin 2) ℝ :=
  ![!![1, 0; 0, 0; 0, 0],
    !![0, √3 / 3; √2 * √3 / 3, 0; 0, 0],
    !![0, 0; 0, √2 * √3 / 3; √3 / 3, 0],
    !![0, 0; 0, 0; 0, 1]]

/-- The split-off states `j = 1/2`, `m_j = 1/2, -1/2`, as tables of amplitudes with
rows `m = 1, 0, -1` and columns spin up, spin down. -/
def doublet : Fin 2 → Matrix (Fin 3) (Fin 2) ℝ :=
  ![!![0, √2 * √3 / 3; -(√3 / 3), 0; 0, 0],
    !![0, 0; 0, √3 / 3; -(√2 * √3 / 3), 0]]
```

The amplitude is the overlap of the valence state with orbital `u` and spin `s`. It assumes a single dipole strength common to all six states.

```lean
/-- Dipole amplitude between the valence state `v` and a conduction s-state of spin `s`,
for light that couples the s-state to the p-orbital `u`. -/
def amplitude (v : Matrix (Fin 3) (Fin 2) ℝ) (u : Fin 3 → ℂ) (s : Fin 2) : ℂ :=
  ∑ m, star (u m) * (v m s : ℂ)
```

The weight `w` stands for everything that makes the doublet contribute differently at a given photon energy, chiefly its smaller density of available transitions. It is zero when the photon energy lies below the split-off threshold. The model takes it as a given number and does not derive it from a band structure.

```lean
/-- Golden-rule generation rate of conduction electrons of spin `s`, in units of the common
prefactor: the quartet enters with weight one, the split-off doublet with weight `w`. -/
def rate (w : ℝ) (u : Fin 3 → ℂ) (s : Fin 2) : ℝ :=
  ∑ k, ‖amplitude (quartet k) u s‖ ^ 2 + w * ∑ k, ‖amplitude (doublet k) u s‖ ^ 2
```

The polarization refers to spin along $z$ at the moment of generation. Spin relaxation, excitonic effects and the mixing of valence states away from the zone centre are absent.

```lean
/-- Spin polarization of the generated electrons, spin down minus spin up over the total;
its domain is a nonzero total rate. -/
def polarization (w : ℝ) (u : Fin 3 → ℂ) : ℝ :=
  (rate w u 1 - rate w u 0) / (rate w u 1 + rate w u 0)
```

## Identifying the two projectors

The first theorem says that the six states are orthonormal. The proof goes through all pairs of states and evaluates each sum with $\sqrt2^2=2$ and $\sqrt3^2=3$.

```lean
/-- The quartet and doublet states together are orthonormal. -/
theorem states_orthonormal :
    (∀ k l, ∑ m, ∑ s, quartet k m s * quartet l m s = if k = l then 1 else 0) ∧
    (∀ k l, ∑ m, ∑ s, doublet k m s * doublet l m s = if k = l then 1 else 0) ∧
    (∀ k l, ∑ m, ∑ s, quartet k m s * doublet l m s = 0) := by
  have h2 : √2 * √2 = (2 : ℝ) := Real.mul_self_sqrt (by norm_num)
  have h3 : √3 * √3 = (3 : ℝ) := Real.mul_self_sqrt (by norm_num)
  refine ⟨?_, ?_, ?_⟩ <;> intro k l <;> fin_cases k <;> fin_cases l <;>
    simp [quartet, doublet, Fin.sum_univ_succ] <;> grind
```

Next, every matrix element of $Q$ equals that of $\sum_k|v_k\rangle\langle v_k|$ over the quartet.

```lean
/-- `Q` is the sum of `|v⟩⟨v|` over the four states with `j = 3/2`. -/
theorem Q_eq_quartet_sum (x y : Fin 3 × Fin 2) :
    Q x y = ((∑ k, quartet k x.1 x.2 * quartet k y.1 y.2 : ℝ) : ℂ) := by
  have h2 : ((√2 : ℝ) : ℂ) * (√2 : ℝ) = 2 := by
    rw [← Complex.ofReal_mul, Real.mul_self_sqrt (by norm_num)]; norm_num
  have h3 : ((√3 : ℝ) : ℂ) * (√3 : ℝ) = 3 := by
    rw [← Complex.ofReal_mul, Real.mul_self_sqrt (by norm_num)]; norm_num
  have hI := Complex.I_mul_I
  obtain ⟨m, s⟩ := x
  obtain ⟨n, t⟩ := y
  -- compare the 36 matrix elements
  fin_cases m <;> fin_cases s <;> fin_cases n <;> fin_cases t <;>
    simp [Q, spinOrbit, Lx, Ly, Lz, quartet, Fin.sum_univ_succ] <;> grind
```

The closing `grind` deserves a closer look. `fin_cases` splits the claim into 36 scalar equations, and `simp` inserts the entries. Consider the element between $|1,\downarrow\rangle$ and $|0,\uparrow\rangle$. On the left it is
$$\tfrac13\left(\tfrac{\sqrt2}{2}+\left(-i\tfrac{\sqrt2}{2}\right)i\right),$$
and on the right $\tfrac{\sqrt3}{3}\cdot\tfrac{\sqrt2\sqrt3}{3}$. Both are $\sqrt2/3$, but only because $i^2=-1$ and $\sqrt3\sqrt3=3$. The tactic `ring` uses no hypotheses and would treat these roots as unknowns. `grind` contains a solver for polynomial equations in commutative rings that takes equations from the context into account, which is why `h2`, `h3` and `hI` are prepared beforehand.

The doublet is treated in the same way.

```lean
/-- `1 - Q` is the sum of `|v⟩⟨v|` over the two split-off states with `j = 1/2`. -/
theorem one_sub_Q_eq_doublet_sum (x y : Fin 3 × Fin 2) :
    (1 - Q) x y = ((∑ k, doublet k x.1 x.2 * doublet k y.1 y.2 : ℝ) : ℂ) := by
  have h2 : ((√2 : ℝ) : ℂ) * (√2 : ℝ) = 2 := by
    rw [← Complex.ofReal_mul, Real.mul_self_sqrt (by norm_num)]; norm_num
  have h3 : ((√3 : ℝ) : ℂ) * (√3 : ℝ) = 3 := by
    rw [← Complex.ofReal_mul, Real.mul_self_sqrt (by norm_num)]; norm_num
  have hI := Complex.I_mul_I
  obtain ⟨m, s⟩ := x
  obtain ⟨n, t⟩ := y
  fin_cases m <;> fin_cases s <;> fin_cases n <;> fin_cases t <;>
    simp [Q, spinOrbit, Lx, Ly, Lz, doublet, Fin.sum_univ_succ] <;> grind
```

Together with orthonormality, these sums make $Q$ and $1-Q$ complementary orthogonal projectors. They also give $L\cdot\sigma=1$ on the quartet and $-2$ on the doublet, the values found above for $j=3/2$ and $j=1/2$.

## Diagonal elements as generation rates

If the light selects one basis orbital, written `Pi.single m 1`, the amplitude reduces to the table entry `v m s`. Summing its square over the states gives a diagonal element of the corresponding projector.

```lean
/-- For light that selects a single orbital `m`, the generation rate is the diagonal element
of `Q` plus `w` times that of `1 - Q`. -/
theorem rate_eq_diagonal (w : ℝ) (m : Fin 3) (s : Fin 2) :
    (rate w (Pi.single m 1) s : ℂ) = Q (m, s) (m, s) + w * (1 - Q) (m, s) (m, s) := by
  have amp : ∀ v : Matrix (Fin 3) (Fin 2) ℝ,
      amplitude v (Pi.single m 1) s = (v m s : ℂ) := by
    intro v
    fin_cases m <;> simp [amplitude, Pi.single_apply]
  rw [Q_eq_quartet_sum, one_sub_Q_eq_doublet_sum]
  simp only [rate, amp, Complex.norm_real, Real.norm_eq_abs, sq_abs]
  simp only [pow_two]
  rw [Complex.ofReal_add, Complex.ofReal_mul]
```

At $m=-1$ these elements are computed directly from the matrices.

```lean
/-- At `m = -1` the diagonal elements of `Q` and `1 - Q` are `1` and `0` for spin down,
`1/3` and `2/3` for spin up. -/
theorem diagonal_elements :
    Q (2, 1) (2, 1) = 1 ∧ (1 - Q) (2, 1) (2, 1) = 0 ∧
    Q (2, 0) (2, 0) = 1 / 3 ∧ (1 - Q) (2, 0) (2, 0) = 2 / 3 := by
  refine ⟨?_, ?_, ?_, ?_⟩ <;>
    simp [Q, spinOrbit, Lx, Ly, Lz] <;> norm_num
```

The state $|{-1},\downarrow\rangle$ thus lies entirely in the quartet, while $|{-1},\uparrow\rangle$ has weight one third in the quartet and two thirds in the doublet. If the doublet counts as much as the quartet, $w=1$, both spins are generated at the same rate.

## The polarization for any selected orbital

The two rates hold for every complex `u`, normalized or not. `simp` expands the squared amplitudes and `ring` collects the coefficients.

```lean
/-- The generation rates of spin-up and spin-down electrons for an arbitrary orbital `u`
selected by the light. -/
theorem spin_rates (w : ℝ) (u : Fin 3 → ℂ) :
    rate w u 0 = ‖u 0‖ ^ 2 + (2 + w) / 3 * ‖u 1‖ ^ 2 + (1 + 2 * w) / 3 * ‖u 2‖ ^ 2 ∧
    rate w u 1 = (1 + 2 * w) / 3 * ‖u 0‖ ^ 2 + (2 + w) / 3 * ‖u 1‖ ^ 2 + ‖u 2‖ ^ 2 := by
  have h2 : √2 ^ 2 = (2 : ℝ) := Real.sq_sqrt (by norm_num)
  have h3 : √3 ^ 2 = (3 : ℝ) := Real.sq_sqrt (by norm_num)
  constructor <;>
    simp [rate, amplitude, quartet, doublet, Fin.sum_univ_succ, mul_pow, div_pow,
      abs_of_nonneg (Real.sqrt_nonneg _)] <;> ring
```

The main theorem assumes $w\ge0$ and $\sum_i|u_i|^2=1$. It states that the total rate is positive, so the polarization is a genuine ratio, and gives its value. In the proof, `hs` and `hd` are the sum and the difference found by hand; `linear_combination` brings in the normalization, and `field_simp` cancels the common factor.

```lean
/-- For a normalized orbital `u` selected by the light and split-off weight `w ≥ 0`, electrons
are generated at a positive rate, and their spin polarization is `(1-w)/(2+w)` times the
difference of the weights of `m = -1` and `m = 1` in `u`. -/
theorem polarization_eq (w : ℝ) (hw : 0 ≤ w) (u : Fin 3 → ℂ) (hu : ∑ m, ‖u m‖ ^ 2 = 1) :
    0 < rate w u 1 + rate w u 0 ∧
    polarization w u = (1 - w) / (2 + w) * (‖u 2‖ ^ 2 - ‖u 0‖ ^ 2) := by
  obtain ⟨hup, hdown⟩ := spin_rates w u
  rw [Fin.sum_univ_three] at hu
  -- the total rate depends on the light only through the norm of `u`
  have hs : rate w u 1 + rate w u 0 = 2 / 3 * (2 + w) := by
    rw [hup, hdown]
    linear_combination (2 / 3 * (2 + w)) * hu
  have hd : rate w u 1 - rate w u 0 = 2 / 3 * (1 - w) * (‖u 2‖ ^ 2 - ‖u 0‖ ^ 2) := by
    rw [hup, hdown]
    ring
  have hpos : 0 < 2 + w := by linarith
  refine ⟨by rw [hs]; positivity, ?_⟩
  rw [polarization, hd, hs]
  field_simp
```

Setting `u` to the orbital $m=-1$ gives the circular case and its two special values.

```lean
/-- For light that selects the orbital `m = -1`, the polarization is `1/2` without the
split-off band and zero when that band has full weight; for every `w ≥ 0` it is
`(1-w)/(2+w)`. -/
theorem circular_polarization :
    polarization 0 (Pi.single 2 1) = 1 / 2 ∧ polarization 1 (Pi.single 2 1) = 0 ∧
    ∀ w : ℝ, 0 ≤ w → polarization w (Pi.single 2 1) = (1 - w) / (2 + w) := by
  have key : ∀ w : ℝ, 0 ≤ w → polarization w (Pi.single 2 1) = (1 - w) / (2 + w) := by
    intro w hw
    have h := (polarization_eq w hw (Pi.single 2 1)
      (by simp [Fin.sum_univ_three, Pi.single_apply])).2
    simpa [Pi.single_apply] using h
  refine ⟨?_, ?_, key⟩
  · rw [key 0 le_rfl]; norm_num
  · rw [key 1 zero_le_one]; norm_num
```

Finally, for $0\le w\le1$ the imbalance never exceeds half the total rate, whichever orbital is selected. Writing $a,b,c$ for $|u_0|^2,|u_1|^2,|u_2|^2$, one finds
$$\tfrac12(R_1+R_0)-(R_1-R_0)=\tfrac{4-w}{3}a+\tfrac{2+w}{3}b+wc\ge0,$$
and the opposite sign follows by exchanging $a$ and $c$. `nlinarith` finds such combinations from the nonnegative products it is given.

```lean
/-- For split-off weight between zero and one, the difference of the two spin rates is at most
half the total rate, whatever orbital the light selects. -/
theorem imbalance_le_half (w : ℝ) (h0 : 0 ≤ w) (h1 : w ≤ 1) (u : Fin 3 → ℂ) :
    |rate w u 1 - rate w u 0| ≤ (rate w u 1 + rate w u 0) / 2 := by
  obtain ⟨hup, hdown⟩ := spin_rates w u
  have a := sq_nonneg ‖u 0‖
  have b := sq_nonneg ‖u 1‖
  have c := sq_nonneg ‖u 2‖
  have h1' : 0 ≤ 1 - w := by linarith
  rw [hup, hdown, abs_le]
  constructor <;>
    nlinarith [mul_nonneg h0 a, mul_nonneg h0 b, mul_nonneg h0 c,
      mul_nonneg h1' a, mul_nonneg h1' c]

end OpticalOrientation
```

```lean
#print axioms OpticalOrientation.rate_eq_diagonal
#print axioms OpticalOrientation.polarization_eq
#print axioms OpticalOrientation.circular_polarization
#print axioms OpticalOrientation.imbalance_le_half
```

```
'OpticalOrientation.rate_eq_diagonal' depends on axioms: [propext, Classical.choice, Quot.sound]
'OpticalOrientation.polarization_eq' depends on axioms: [propext, Classical.choice, Quot.sound]
'OpticalOrientation.circular_polarization' depends on axioms: [propext, Classical.choice, Quot.sound]
'OpticalOrientation.imbalance_le_half' depends on axioms: [propext, Classical.choice, Quot.sound]
```

For electronic-structure calculations of spin-resolved absorption, the value $1/2$ is a reference point for circularly polarized light just above the gap, within this independent-electron model of zone-centre p and s states. In the model all four quartet states contribute equally. Strain or confinement splits the quartet, and the polarization can then exceed $1/2$: if only $|1,\uparrow\rangle$ and $|{-1},\downarrow\rangle$ are reached, light that selects $m=-1$ generates spin down alone.
